# The difference P_(l+2) − P_l of Legendre polynomials as an l-th derivative of (t² − 1)^(l+1)

The Legendre polynomials P_l(t), with t = cos θ, give the angular dependence of states of orbital angular momentum l with m = 0, up to normalisation. Here they are real polynomials defined by Rodrigues' formula, P_l = 1/(2^l l!) · d^l/dt^l (t² − 1)^l, which fixes P_l(1) = 1 and not unit norm. The theorem `legendreP_sub` states that, for every natural number l, P_(l+2) − P_l equals (2l + 3)/(2^(l+1) (l+1)!) times the l-th derivative of (t² − 1)^(l+1). The proof carries out two of the l + 2 derivatives in P_(l+2) explicitly, which leaves the l-th derivative of a sum of two terms. One term gives the right-hand side, and the other cancels P_l.

An attempt in Lean 4 with a fault in it:

```lean
import Mathlib

open Polynomial
open Complex (I)

namespace LegendrePSub

noncomputable section

/-- The Legendre polynomial `P_l`, given by Rodrigues' formula. -/
def legendreP (l : ℕ) : ℝ[X] :=
  C (1 / (2 ^ l * (l.factorial : ℝ))) * derivative^[l] ((X ^ 2 - 1) ^ l)

/-- The derivative of `(t² - 1)^(n+1)` is `2(n+1) t (t² - 1)^n`. -/
theorem derivative_rodrigues_pow (n : ℕ) :
    derivative ((X ^ 2 - 1 : ℝ[X]) ^ (n + 1)) =
      C (2 * ((n : ℝ) + 1)) * (X * (X ^ 2 - 1) ^ n) := by
  have hu : derivative (X ^ 2 - 1 : ℝ[X]) = C 2 * X := by
    rw [show (C 2 : ℝ[X]) = 2 from map_ofNat C 2, pow_two, derivative_sub, derivative_mul,
      derivative_X, derivative_one]
    ring
  rw [derivative_pow_succ, hu, C_mul]
  ring

/-- `P_(l+2) - P_l` is a multiple of the `l`-th derivative of `(t² - 1)^(l+1)`. -/
theorem legendreP_sub (l : ℕ) :
    legendreP (l + 2) - legendreP l =
      C ((2 * (l : ℝ) + 3) / (2 ^ (l + 1) * ((l + 1).factorial : ℝ))) *
        derivative^[l] ((X ^ 2 - 1) ^ (l + 1)) := by
  -- two of the `l + 2` derivatives are carried out explicitly
  have h2 : derivative (derivative ((X ^ 2 - 1 : ℝ[X]) ^ (l + 1 + 1))) =
      C (2 * ((l : ℝ) + 2) * (2 * l + 3)) * (X ^ 2 - 1) ^ (l + 1) +
        C (4 * ((l : ℝ) + 2) * (l + 1)) * (X ^ 2 - 1) ^ l := by
    rw [derivative_rodrigues_pow, derivative_C_mul, derivative_mul, derivative_X,
      derivative_rodrigues_pow]
    push_cast
    simp only [map_add, map_mul, map_natCast, map_one, map_ofNat]
    ring
  have hD : derivative^[l + 2] ((X ^ 2 - 1 : ℝ[X]) ^ (l + 2)) =
      derivative^[l] (derivative (derivative ((X ^ 2 - 1 : ℝ[X]) ^ (l + 1 + 1)))) := rfl
  have hf : ((l + 2).factorial : ℝ) = (l + 2) * ((l + 1).factorial : ℝ) := by
    rw [Nat.factorial_succ (l + 1)]
    push_cast
    ring
  have hf' : ((l + 1).factorial : ℝ) = (l + 1) * (l.factorial : ℝ) := by
    rw [Nat.factorial_succ l]
    push_cast
    ring
  have e1 : C (1 / (2 ^ (l + 2) * ((l + 2).factorial : ℝ))) *
      C (2 * ((l : ℝ) + 2) * (2 * l + 3)) =
      C ((2 * (l : ℝ) + 3) / (2 ^ (l + 1) * ((l + 1).factorial : ℝ))) := by
    rw [← C_mul, hf, div_mul_eq_mul_div]
    congr 1
    rw [div_eq_div_iff (by positivity) (by positivity)]
    ring
  have e2 : C (1 / (2 ^ (l + 2) * ((l + 2).factorial : ℝ))) *
      C (4 * ((l : ℝ) + 2) * (l + 1)) = C (1 / (2 ^ l * (l.factorial : ℝ))) := by
    rw [← C_mul, hf, hf', div_mul_eq_mul_div]
    congr 1
    rw [div_eq_div_iff (by positivity) (by positivity)]
    ring
  rw [legendreP, legendreP, hD, h2, iterate_derivative_add, iterate_derivative_C_mul,
    iterate_derivative_C_mul]
  linear_combination derivative^[l] ((X ^ 2 - 1 : ℝ[X]) ^ (l + 1)) * e1 +
    derivative^[l] ((X ^ 2 - 1 : ℝ[X]) ^ l) * e2

end

end LegendrePSub
```

Messages:

```
Main.lean:62:36: error(lean.unknownIdentifier): Unknown identifier `iterate_derivative_add`
Main.lean:29:50: error: unsolved goals
l : ℕ
h2 :
  derivative (derivative ((X ^ 2 - 1) ^ (l + 1 + 1))) =
    C (2 * (↑l + 2) * (2 * ↑l + 3)) * (X ^ 2 - 1) ^ (l + 1) + C (4 * (↑l + 2) * (↑l + 1)) * (X ^ 2 - 1) ^ l
hD :
  (⇑derivative)^[l + 2] ((X ^ 2 - 1) ^ (l + 2)) =
    (⇑derivative)^[l] (derivative (derivative ((X ^ 2 - 1) ^ (l + 1 + 1))))
hf : ↑(l + 2).factorial = (↑l + 2) * ↑(l + 1).factorial
hf' : ↑(l + 1).factorial = (↑l + 1) * ↑l.factorial
e1 :
  C (1 / (2 ^ (l + 2) * ↑(l + 2).factorial)) * C (2 * (↑l + 2) * (2 * ↑l + 3)) =
    C ((2 * ↑l + 3) / (2 ^ (l + 1) * ↑(l + 1).factorial))
e2 : C (1 / (2 ^ (l + 2) * ↑(l + 2).factorial)) * C (4 * (↑l + 2) * (↑l + 1)) = C (1 / (2 ^ l * ↑l.factorial))
⊢ C (1 / (2 ^ (l + 2) * ↑(l + 2).factorial)) *
        (⇑derivative)^[l]
          (C (2 * (↑l + 2) * (2 * ↑l + 3)) * (X ^ 2 - 1) ^ (l + 1) + C (4 * (↑l + 2) * (↑l + 1)) * (X ^ 2 - 1) ^ l) -
      C (1 / (2 ^ l * ↑l.factorial)) * (⇑derivative)^[l] ((X ^ 2 - 1) ^ l) =
    C ((2 * ↑l + 3) / (2 ^ (l + 1) * ↑(l + 1).factorial)) * (⇑derivative)^[l] ((X ^ 2 - 1) ^ (l + 1))
```

As a diff, the version that Lean accepts:

```diff
@@ -60,5 +60,5 @@
     rw [div_eq_div_iff (by positivity) (by positivity)]
     ring
-  rw [legendreP, legendreP, hD, h2, iterate_derivative_add, iterate_derivative_C_mul,
+  rw [legendreP, legendreP, hD, h2, iterate_map_add, iterate_derivative_C_mul,
     iterate_derivative_C_mul]
   linear_combination derivative^[l] ((X ^ 2 - 1 : ℝ[X]) ^ (l + 1)) * e1 +
```

Diagnosis. The first message says that Lean finds no lemma called `iterate_derivative_add`, even with the namespace `Polynomial` open. The proof needs the fact that the `l`-fold derivative of a sum is the sum of the `l`-fold derivatives.

The second message shows the goal where the rewriting stopped. `h2` has been applied, but the sum is still inside `derivative^[l]`, so the constants can't yet be taken out of the two terms. This is a consequence of the missing name and not a separate fault.

The repair uses `iterate_map_add`, a general lemma which says that iterating an additive map preserves addition. It applies because `derivative` is a linear map. Once the sum is split, the two rewrites with `iterate_derivative_C_mul` move the constant factors outside, and the unchanged `linear_combination` closes the goal with the coefficient identities `e1` and `e2`.
